# Symmetry labels guarantee good zeroth-order states exactly when they separate the states of each degenerate level

Take two states of equal unperturbed energy and a symmetry $D=\mathrm{diag}(d_1,d_2)$ with real eigenvalues. If $d_1\neq d_2$, a Hermitian perturbation $V$ that commutes with $D$ cannot connect the states, because $(DV-VD)_{12}=(d_1-d_2)V_{12}$ must vanish. If $d_1=d_2$, the matrix that exchanges the two states commutes with $D$ and mixes them completely.

I would like the same statement for any finite number of states: every Hermitian $V$ commuting with $D$ is diagonal if and only if the entries of $D$ are pairwise distinct. Can this be proved in Lean? And must all the eigenvalues of $D$ really differ if the unperturbed Hamiltonian has several levels?

## Only states of the same energy need different labels

The matrix statement holds as you give it. For good zeroth-order states with several levels, less is needed: the labels must differ only between states of equal unperturbed energy, and several symmetries may share the work.

Let the basis states $i$ have unperturbed energies $E_i$, and let each symmetry $k$ be diagonal in this basis with real eigenvalues $a_k(i)$. Call the states good for $V$ if $V_{ij}=0$ whenever $i\neq j$ and $E_i=E_j$. The first-order energy shifts are then the diagonal elements $V_{ii}$.

**Selection rule.** For $D=\mathrm{diag}(d_i)$,
$$(DV-VD)_{ij}=d_iV_{ij}-V_{ij}d_j=(d_i-d_j)V_{ij}.$$
So $V$ commutes with $D$ exactly when $V_{ij}=0$ for all $i,j$ with $d_i\neq d_j$.

**Labels that separate each level.** Suppose that any two different states of equal energy differ in at least one $a_k$. If $V$ commutes with every symmetry, the selection rule for that $k$ gives $V_{ij}=0$. The states are good for $V$.

**Labels that fail to separate a level.** Suppose that $i\neq j$ have equal energy and $a_k(i)=a_k(j)$ for all $k$. Let $C$ have $C_{ij}=C_{ji}=1$ and all other elements zero. It is Hermitian, and its nonzero elements connect only states with equal labels, so it commutes with every symmetry. Since $C_{ij}=1$, the states are not good for $C$.

**One symmetry, one level.** If all energies are equal, "good" means that $V$ is diagonal. With a single symmetry $D$, the criterion says that $d_i=d_j$ implies $i=j$, which is your statement.

## Three states with numbers

Let $E=(0,0,1)$ and $d=(1,-1,1)$. The matrix
$$V=\begin{pmatrix}0.2&0&0.1\\0&-0.3&0\\0.1&0&0.5\end{pmatrix}$$
commutes with $D$, since its only off-diagonal elements connect states 1 and 3, which share the label $1$. It is not diagonal, yet the states are good: the degenerate pair has the first-order shifts $0.2$ and $-0.3$.

Now take $d=(1,1,-1)$. A commuting $V$ may have the block
$$\begin{pmatrix}0.2&0.1\\0.1&0.2\end{pmatrix}$$
in the degenerate level. The first-order shifts are $0.3$ and $0.1$, with normalised states $(1,\pm1)/\sqrt2$. The diagonal elements alone would have given $0.2$ twice.

## The Lean file

```lean
import Mathlib

open Matrix

namespace GoodZerothOrderStates

variable {n : Type*} [DecidableEq n]

/-- The observable that is diagonal in the chosen basis, with real eigenvalues `d i`. -/
noncomputable def observable (d : n → ℝ) : Matrix n n ℂ :=
  Matrix.diagonal fun i => (d i : ℂ)

/-- The perturbation whose only nonzero matrix elements, equal to one, connect the states
`i` and `j`. -/
noncomputable def coupling (i j : n) : Matrix n n ℂ :=
  Matrix.of fun k l => if (k = i ∧ l = j) ∨ (k = j ∧ l = i) then 1 else 0

/-- The basis states are good zeroth-order states for the perturbation `V` when `V` has no
matrix element between different states of equal unperturbed energy `E`. -/
def GoodStates {n : Type*} (E : n → ℝ) (V : Matrix n n ℂ) : Prop :=
  ∀ i j, i ≠ j → E i = E j → V i j = 0

/-- The coupling between two states is Hermitian. -/
theorem coupling_isHermitian (i j : n) : (coupling i j).IsHermitian := by
  apply Matrix.IsHermitian.ext
  intro k l
  -- exchanging row and column exchanges the two alternatives
  have hc : ((l = i ∧ k = j) ∨ (l = j ∧ k = i)) ↔ ((k = i ∧ l = j) ∨ (k = j ∧ l = i)) := by
    tauto
  simp only [coupling, Matrix.of_apply, hc]
  split_ifs <;> simp

variable [Fintype n]

/-- Selection rule: `V` commutes with a diagonal observable exactly when it has no matrix
element between states with different eigenvalues of that observable. -/
theorem commute_iff_selection_rule (d : n → ℝ) (V : Matrix n n ℂ) :
    observable d * V = V * observable d ↔ ∀ i j, d i ≠ d j → V i j = 0 := by
  constructor
  · intro h i j hij
    have e : (observable d * V) i j = (V * observable d) i j := by rw [h]
    simp only [observable, Matrix.diagonal_mul, Matrix.mul_diagonal] at e
    have hne : (d i : ℂ) - d j ≠ 0 :=
      sub_ne_zero.mpr fun h' => hij (Complex.ofReal_injective h')
    -- the commutator has matrix elements `(d i - d j) * V i j`
    have hz : ((d i : ℂ) - d j) * V i j = 0 := by linear_combination e
    exact (mul_eq_zero.mp hz).resolve_left hne
  · intro h
    ext i j
    simp only [observable, Matrix.diagonal_mul, Matrix.mul_diagonal]
    by_cases hij : d i = d j
    · rw [hij, mul_comm]
    · rw [h i j hij, mul_zero, zero_mul]

/-- The coupling between two states commutes with a diagonal observable exactly when the two
states have the same eigenvalue. -/
theorem coupling_commute_iff (d : n → ℝ) (i j : n) :
    observable d * coupling i j = coupling i j * observable d ↔ d i = d j := by
  rw [commute_iff_selection_rule]
  constructor
  · intro h
    by_contra hij
    have h0 := h i j hij
    simp [coupling] at h0
  · intro h k l hkl
    simp only [coupling, Matrix.of_apply]
    rw [if_neg]
    rintro (⟨rfl, rfl⟩ | ⟨rfl, rfl⟩)
    · exact hkl h
    · exact hkl h.symm

/-- A family of diagonal symmetries makes the basis states good for every Hermitian
perturbation that commutes with all of them, if and only if no two different states of equal
unperturbed energy share all symmetry eigenvalues. -/
theorem goodStates_iff_labels_separate {κ : Type*} (E : n → ℝ) (a : κ → n → ℝ) :
    (∀ V : Matrix n n ℂ, V.IsHermitian →
      (∀ k, observable (a k) * V = V * observable (a k)) → GoodStates E V) ↔
    ∀ i j, E i = E j → (∀ k, a k i = a k j) → i = j := by
  constructor
  · intro h i j hE ha
    by_contra hij
    -- two states with the same labels can be mixed by an allowed perturbation
    have h0 := h (coupling i j) (coupling_isHermitian i j)
      (fun k => (coupling_commute_iff (a k) i j).2 (ha k)) i j hij hE
    simp [coupling] at h0
  · intro h V _ hc i j hij hE
    by_contra hV
    -- a nonzero matrix element forces all labels to agree
    exact hij (h i j hE fun k => by_contra fun hk =>
      hV ((commute_iff_selection_rule (a k) V).1 (hc k) i j hk))

/-- Every Hermitian matrix commuting with a real diagonal matrix is diagonal if and only if
the diagonal entries of the latter are pairwise distinct. -/
theorem all_commuting_isDiag_iff (d : n → ℝ) :
    (∀ V : Matrix n n ℂ, V.IsHermitian →
      observable d * V = V * observable d → V.IsDiag) ↔ Function.Injective d := by
  -- one symmetry, and a single level that contains all states
  have key := goodStates_iff_labels_separate (fun _ : n => (0 : ℝ)) (fun _ : Unit => d)
  constructor
  · intro h i j hij
    exact key.1 (fun V hV hc k l hne _ => h V hV (hc ()) hne) i j rfl (fun _ => hij)
  · intro h V hV hc i j hne
    exact key.2 (fun k l _ ha => h (ha ())) V hV (fun _ => hc) i j hne rfl

/-- The parity eigenvalue, `1` or `-1`, of a two-valued label. -/
noncomputable def parity (b : Bool) : ℝ := if b then 1 else -1

/-- The two values of the label have different parity. -/
theorem parity_injective : Function.Injective parity := by
  intro b c h
  cases b <;> cases c
  · rfl
  · norm_num [parity] at h
  · norm_num [parity] at h
  · rfl

/-- For four states labelled by two parities, a Hermitian matrix commuting with both parities
is diagonal, while commuting with only the first or only the second does not ensure this. -/
theorem two_parities :
    (∀ V : Matrix (Bool × Bool) (Bool × Bool) ℂ, V.IsHermitian →
      observable (fun p : Bool × Bool => parity p.1) * V
        = V * observable (fun p : Bool × Bool => parity p.1) →
      observable (fun p : Bool × Bool => parity p.2) * V
        = V * observable (fun p : Bool × Bool => parity p.2) → V.IsDiag) ∧
    (¬ ∀ V : Matrix (Bool × Bool) (Bool × Bool) ℂ, V.IsHermitian →
      observable (fun p : Bool × Bool => parity p.1) * V
        = V * observable (fun p : Bool × Bool => parity p.1) → V.IsDiag) ∧
    (¬ ∀ V : Matrix (Bool × Bool) (Bool × Bool) ℂ, V.IsHermitian →
      observable (fun p : Bool × Bool => parity p.2) * V
        = V * observable (fun p : Bool × Bool => parity p.2) → V.IsDiag) := by
  refine ⟨?_, ?_, ?_⟩
  · intro V _ h1 h2 p q hpq
    -- different states differ in at least one of the two parities
    by_cases h : p.1 = q.1
    · exact (commute_iff_selection_rule _ V).1 h2 p q
        fun e => hpq (Prod.ext h (parity_injective e))
    · exact (commute_iff_selection_rule _ V).1 h1 p q fun e => h (parity_injective e)
  · intro h
    have e : ((true, true) : Bool × Bool) = (true, false) :=
      (all_commuting_isDiag_iff _).1 h rfl
    exact absurd e (by decide)
  · intro h
    have e : ((true, true) : Bool × Bool) = (false, true) :=
      (all_commuting_isDiag_iff _).1 h rfl
    exact absurd e (by decide)

end GoodZerothOrderStates
```

```lean
#print axioms GoodZerothOrderStates.goodStates_iff_labels_separate
#print axioms GoodZerothOrderStates.two_parities
```

```
'GoodZerothOrderStates.goodStates_iff_labels_separate' depends on axioms: [propext, Classical.choice, Quot.sound]
'GoodZerothOrderStates.two_parities' depends on axioms: [propext, Classical.choice, Quot.sound]
```

## What the theorems say about the physics

The finite type `n` indexes the basis states, and `observable d` is the complex diagonal matrix with real entries `d i`. The function `E` gives the unperturbed energies, so the unperturbed Hamiltonian would be `observable E`. `GoodStates E V` is the condition defined above.

The general criterion is `goodStates_iff_labels_separate`. Its left side quantifies over every Hermitian `V` that commutes with all `observable (a k)`; its right side says that equal energy and equal labels force `i = j`. The index type `κ` of the symmetries is arbitrary. If it is empty, the criterion asks for a nondegenerate spectrum.

Your statement is `all_commuting_isDiag_iff`, where `Function.Injective d` expresses pairwise distinct entries. The theorem `two_parities` treats four states labelled by two parities: commuting with both makes a Hermitian matrix diagonal, while commuting with only one of them does not ensure it.

The symmetries are assumed to be diagonal in the chosen basis already, with real eigenvalues. The criterion concerns all allowed perturbations at once; a particular `V` may happen to be diagonal even when labels coincide. `GoodStates` is a first-order condition, and no perturbation series appears in the file.

For a finite set of degenerate electronic states, the criterion tells whether labels such as orbital and spin projections suffice to make the first-order matrix diagonal for every perturbation that conserves them.

## From the commutator to the criterion

`commute_iff_selection_rule` compares the `i j` elements of the two products. `linear_combination` turns their equality into $(d_i-d_j)V_{ij}=0$, and the nonzero first factor is then removed. For the converse, the elements agree either because `d i = d j` or because `V i j` is zero.

`coupling i j` is the matrix $C$, and `coupling_isHermitian` follows from its symmetry under exchange of row and column. `coupling_commute_iff` applies the selection rule to it: the element `i j` equals one, so commuting forces `d i = d j`. Conversely, a nonzero element can only connect `i` with `j`, where the labels agree.

In `goodStates_iff_labels_separate`, the first direction assumes two different states with equal energy and labels, and feeds their coupling to the hypothesis; this would make an element equal to one vanish. The second direction assumes a nonzero `V i j` within a level. By the selection rule all labels then agree, so `i = j`, a contradiction.

`all_commuting_isDiag_iff` sets every energy to zero and uses `Unit` as the index type for the single symmetry. In `two_parities`, the positive part applies the selection rule to whichever parity differs. Each negative part uses `all_commuting_isDiag_iff`: if one parity were enough, it would have to be injective, but two different states share its value.
